# Transmission and the Friedel sum rule for a single level with constant widths

The occupation of the level is taken here to be the integral of a Lorentzian density of states up to the Fermi energy, and the transmission to be the squared modulus of an off-diagonal entry of a $2\times 2$ scattering matrix. The arctangent formula for the occupation and the Breit–Wigner formula for the transmission are then results. The density and the scattering matrix themselves are postulated. They describe one non-interacting, spinless level whose coupling to each lead is the same at all energies.

Let the level have energy $e$, let $g_L, g_R > 0$ be its widths due to the left and right leads, and put $G = g_L + g_R$. Each width is $\hbar$ times the rate at which an electron on the level escapes into that lead. With Fermi energy $m$, the occupation is

$$n = \int_{-\infty}^{m} \frac{G/2\pi}{(E-e)^2 + G^2/4}\,dE .$$

The claim is that the transmission $T$ at energy $m$ satisfies

$$T = \frac{4 g_L g_R}{G^2}\,\sin^2(\pi n).$$

By the Landauer formula, the linear conductance of such a non-interacting level at zero temperature is proportional to $T$. It is therefore fixed by the occupation and the ratio of the two widths.

## From the occupation to the transmission

The function $\frac1\pi\arctan\frac{2(E-e)}{G}$ has derivative

$$\frac{1}{\pi}\cdot\frac{2/G}{1 + 4(E-e)^2/G^2} = \frac{G/2\pi}{(E-e)^2+G^2/4},$$

and it tends to $-\frac12$ as $E\to-\infty$. Hence

$$n = \frac12 + \frac{a}{\pi}, \qquad a = \arctan\frac{2(m-e)}{G}.$$

Since $\pi n = a + \pi/2$, we have $\sin(\pi n) = \cos a$, and so

$$\sin^2(\pi n) = \frac{1}{1+\tan^2 a} = \frac{G^2/4}{(m-e)^2+G^2/4}.$$

Now let $D = (m-e) + iG/2$ be the inverse retarded Green function of the level. The scattering matrix is

$$S = \begin{pmatrix} 1 - i g_L/D & -i\sqrt{g_L g_R}/D \\ -i\sqrt{g_L g_R}/D & 1 - i g_R/D \end{pmatrix}.$$

Because $|D|^2 = (m-e)^2 + G^2/4$, the off-diagonal entry gives

$$T = \frac{g_L g_R}{(m-e)^2+G^2/4} = \frac{4g_Lg_R}{G^2}\sin^2(\pi n).$$

## The scattering phase and perfect transmission

In the determinant the terms in $g_L g_R/D^2$ cancel:

$$\det S = 1 - \frac{iG}{D} = \frac{\overline{D}}{D}.$$

From $m-e = \frac G2\tan a$ we get $D = \frac{G}{2\cos a}(\sin a + i\cos a) = \frac{G}{2\cos a}\,i \exp(-ia)$. Therefore

$$\det S = -\exp(2ia) = \exp(i(\pi+2a)) = \exp(2\pi i n).$$

This is the Friedel sum rule for the present level. For a general scatterer the rule concerns the total charge that the scatterer displaces, which is a wider statement.

Finally, $T = 1$ means $g_Lg_R = (m-e)^2 + (g_L+g_R)^2/4$, that is,

$$(m-e)^2 + \tfrac14(g_L-g_R)^2 = 0.$$

Both squares must vanish, so $g_L = g_R$ and $m = e$, and the latter is the same as $n = \frac12$.

As a numerical instance, take $g_L = 1$, $g_R = 3$ and $m - e = 2$ in some energy unit. Then $G = 4$, $a = \arctan 1 = \pi/4$ and $n = 3/4$. The Breit–Wigner form gives $T = 3/(4+4) = 3/8$, and the occupation formula gives $\frac{12}{16}\sin^2\frac{3\pi}{4} = \frac34\cdot\frac12 = \frac38$. The determinant is $(2-2i)/(2+2i) = -i = \exp(2\pi i\cdot 3/4)$.

## The level, the leads and the scattering matrix in Lean

```lean
import Mathlib

open MeasureTheory Filter Topology

namespace FriedelSingleLevel

noncomputable section
```

Energies and widths are real numbers in a common unit. The density takes the total width `G` as an argument.

```lean
/-- Lorentzian density of states at energy `E` of a level at `e` with total width `G > 0`. -/
def levelDensity (e G E : ℝ) : ℝ :=
  (G / (2 * Real.pi)) / ((E - e) ^ 2 + G ^ 2 / 4)
```

The occupation is an integral over the half-line `Set.Iic m`, which is $(-\infty, m]$. The sharp upper limit is the zero-temperature Fermi function.

```lean
/-- Zero-temperature occupation of the level: its density of states integrated over all
energies up to the Fermi energy `m`. -/
def occupation (e G m : ℝ) : ℝ := ∫ E in Set.Iic m, levelDensity e G E
```

The quantity $D$ is a complex number built from two real parts. The density above equals $-\frac1\pi\operatorname{Im}(1/D)$ evaluated at energy $E$, which is the physical reason for using the same `G` in both definitions.

```lean
/-- Inverse retarded Green function `(m - e) + i G / 2` of the level at energy `m`. -/
def invGreen (e G m : ℝ) : ℂ := ((m - e : ℝ) : ℂ) + ((G / 2 : ℝ) : ℂ) * Complex.I
```

Index `0` is the left lead and index `1` the right lead. The matrix contains no direct path between the leads that bypasses the level, and no energy shift of the level due to the leads.

```lean
/-- Scattering matrix at energy `m` of a level at `e` coupled to a left and a right lead
with widths `gL, gR > 0`. -/
def scattering (gL gR e m : ℝ) : Matrix (Fin 2) (Fin 2) ℂ :=
  !![1 - Complex.I * gL / invGreen e (gL + gR) m,
      -(Complex.I * (Real.sqrt (gL * gR) : ℝ) / invGreen e (gL + gR) m);
     -(Complex.I * (Real.sqrt (gL * gR) : ℝ) / invGreen e (gL + gR) m),
      1 - Complex.I * gR / invGreen e (gL + gR) m]
```

The entry `1 0` is the amplitude for going from left to right.

```lean
/-- Transmission probability from the left to the right lead, for widths `gL, gR > 0`. -/
def transmission (gL gR e m : ℝ) : ℝ := ‖scattering gL gR e m 1 0‖ ^ 2
```

The definitions accept any real widths; positivity enters as a hypothesis of the theorems.

## The modulus of the inverse Green function

The first lemma is $|D|^2 = (m-e)^2 + G^2/4$, with `Complex.normSq` as the squared modulus.

```lean
/-- The squared modulus of the inverse Green function is `(m - e)² + G² / 4`. -/
theorem normSq_invGreen (e G m : ℝ) :
    Complex.normSq (invGreen e G m) = (m - e) ^ 2 + G ^ 2 / 4 := by
  rw [invGreen, Complex.normSq_add_mul_I]
  ring
```

If $D$ were zero, this sum would be zero, which is impossible for $G>0$. The determinant calculation needs this in order to divide by $D$.

```lean
/-- For a positive width the inverse Green function has no zero at real energy. -/
theorem invGreen_ne_zero {G : ℝ} (hG : 0 < G) (e m : ℝ) : invGreen e G m ≠ 0 := by
  intro h
  have h2 := normSq_invGreen e G m
  rw [h, map_zero] at h2
  nlinarith [sq_nonneg (m - e), pow_pos hG 2]
```

## Integrating the Lorentzian

The next theorem is the closed form of $n$. The step `hd` rewrites the density as a shifted and rescaled copy of $1/(1+x^2)$, whose integrability Mathlib knows, and `hint` transfers that integrability. Then `hderiv` is the derivative computed by hand, and `hlim` is the limit $-\frac12$ at $-\infty$. The fundamental theorem of calculus on a half-line combines them.

```lean
/-- For `G > 0` the occupation is `1/2 + arctan (2 (m - e) / G) / π`. -/
theorem occupation_eq {G : ℝ} (hG : 0 < G) (e m : ℝ) :
    occupation e G m = 1 / 2 + Real.arctan (2 / G * (m - e)) / Real.pi := by
  have hπ := Real.pi_ne_zero
  -- the density is a rescaled and shifted standard Lorentzian
  have hd : levelDensity e G =
      fun E => 2 / (Real.pi * G) * (1 + (2 / G * (E - e)) ^ 2)⁻¹ := by
    funext E
    have hq : (E - e) ^ 2 + G ^ 2 / 4 ≠ 0 := by positivity
    have key : 1 + (2 / G * (E - e)) ^ 2 = 4 / G ^ 2 * ((E - e) ^ 2 + G ^ 2 / 4) := by
      field_simp
      ring
    rw [key, levelDensity]
    generalize (E - e) ^ 2 + G ^ 2 / 4 = q at hq
    field_simp
    norm_num
  have hint : Integrable (levelDensity e G) := by
    rw [hd]
    exact ((integrable_inv_one_add_sq.comp_mul_left'
      (show 2 / G ≠ 0 by positivity)).comp_sub_right e).const_mul _
  have hderiv : ∀ x ∈ Set.Iic m, HasDerivAt
      (fun x => Real.arctan (2 / G * (x - e)) / Real.pi) (levelDensity e G x) x := by
    intro x _
    refine (((((hasDerivAt_id' x).sub_const e).const_mul (2 / G)).arctan).div_const
      Real.pi).congr_deriv ?_
    rw [hd]
    ring
  have hlin : Tendsto (fun x : ℝ => 2 / G * (x - e)) atBot atBot := by
    refine Tendsto.const_mul_atBot (by positivity) ?_
    simpa [sub_eq_add_neg] using tendsto_atBot_add_const_right atBot (-e) tendsto_id
  have hlim : Tendsto (fun x => Real.arctan (2 / G * (x - e)) / Real.pi) atBot
      (𝓝 (-(Real.pi / 2) / Real.pi)) :=
    ((Real.tendsto_arctan_atBot.mono_right nhdsWithin_le_nhds).comp hlin).div_const _
  rw [occupation, integral_Iic_of_hasDerivAt_of_tendsto' hderiv hint.integrableOn hlim]
  linear_combination (1 / 2 : ℝ) * mul_inv_cancel₀ hπ
```

The step `harg` below is $\pi n = a + \pi/2$. The rewriting then turns the sine into a cosine and uses $\cos^2(\arctan x) = 1/(1+x^2)$.

```lean
/-- For `G > 0` the occupation fixes the Lorentzian line shape through `sin² (π n)`. -/
theorem sin_sq_occupation {G : ℝ} (hG : 0 < G) (e m : ℝ) :
    Real.sin (Real.pi * occupation e G m) ^ 2 =
      (G ^ 2 / 4) / ((m - e) ^ 2 + G ^ 2 / 4) := by
  have harg : Real.pi * occupation e G m =
      Real.arctan (2 / G * (m - e)) + Real.pi / 2 := by
    rw [occupation_eq hG]
    linear_combination Real.arctan (2 / G * (m - e)) * mul_inv_cancel₀ Real.pi_ne_zero
  have key : 1 + (2 / G * (m - e)) ^ 2 = 4 / G ^ 2 * ((m - e) ^ 2 + G ^ 2 / 4) := by
    field_simp
    ring
  rw [harg, Real.sin_add_pi_div_two, Real.cos_sq_arctan, key, one_div, mul_inv, inv_div]
  rfl
```

## Breit–Wigner form and the occupation formula

The transmission is computed from the matrix entry: the modulus of a quotient is split into its factors, $|i|^2 = 1$, and the square root is squared, which uses $g_Lg_R \ge 0$.

```lean
/-- For positive widths the transmission has the Breit-Wigner form. -/
theorem transmission_eq {gL gR : ℝ} (hL : 0 < gL) (hR : 0 < gR) (e m : ℝ) :
    transmission gL gR e m = gL * gR / ((m - e) ^ 2 + (gL + gR) ^ 2 / 4) := by
  have h : scattering gL gR e m 1 0 =
      -(Complex.I * (Real.sqrt (gL * gR) : ℝ) / invGreen e (gL + gR) m) := rfl
  rw [transmission, h, Complex.sq_norm, Complex.normSq_neg, Complex.normSq_div,
    Complex.normSq_mul, Complex.normSq_I, one_mul, Complex.normSq_ofReal,
    Real.mul_self_sqrt (mul_pos hL hR).le, normSq_invGreen]
```

The main theorem substitutes the two preceding results. After the common denominator is abbreviated as `q`, the factor $G^2/4$ cancels against the prefactor.

```lean
/-- For positive widths the transmission at the Fermi energy is
`(4 gL gR / (gL + gR)²) sin² (π n)`, with `n` the occupation of the level. -/
theorem transmission_eq_sin_sq_occupation {gL gR : ℝ} (hL : 0 < gL) (hR : 0 < gR)
    (e m : ℝ) :
    transmission gL gR e m = 4 * gL * gR / (gL + gR) ^ 2 *
      Real.sin (Real.pi * occupation e (gL + gR) m) ^ 2 := by
  have hG : gL + gR ≠ 0 := (add_pos hL hR).ne'
  rw [transmission_eq hL hR, sin_sq_occupation (add_pos hL hR)]
  generalize (m - e) ^ 2 + (gL + gR) ^ 2 / 4 = q
  field_simp
```

## The determinant as a phase

The theorem equates two complex numbers, so by itself it fixes $n$ up to an integer. The arctangent formula places $n$ strictly between $0$ and $1$, which removes that freedom.

In the proof, `hdet` is $\det S = 1 - iG/D$. The relation `h1` is $G\sin a = 2(m-e)\cos a$, the definition of $a$ without fractions, and `hexp` is $\exp(2\pi i n) = -(\cos a + i\sin a)^2$. The calculation by hand put $D$ in polar form; here both sides are instead multiplied by $D$ and by $2\cos a$, which are nonzero. The resulting polynomial identity follows from `h1'`, from $\cos^2 a + \sin^2 a = 1$ and from $i^2 = -1$.

```lean
/-- Friedel sum rule: for positive widths the determinant of the scattering matrix at the
Fermi energy is `exp (2 π i n)`, with `n` the occupation of the level. -/
theorem friedel_sum_rule {gL gR : ℝ} (hL : 0 < gL) (hR : 0 < gR) (e m : ℝ) :
    (scattering gL gR e m).det =
      Complex.exp (2 * Real.pi * Complex.I * occupation e (gL + gR) m) := by
  have hG := add_pos hL hR
  have hD := invGreen_ne_zero hG e m
  have hs : ((Real.sqrt (gL * gR) : ℝ) : ℂ) ^ 2 = gL * gR := by
    exact_mod_cast Real.sq_sqrt (mul_pos hL hR).le
  have hdet : (scattering gL gR e m).det =
      1 - Complex.I * ((gL + gR : ℝ) : ℂ) / invGreen e (gL + gR) m := by
    rw [scattering, Matrix.det_fin_two_of, Complex.ofReal_add]
    linear_combination -(Complex.I / invGreen e (gL + gR) m) ^ 2 * hs
  rw [hdet, occupation_eq hG]
  have hc := (Real.cos_arctan_pos (2 / (gL + gR) * (m - e))).ne'
  have ht := Real.tan_arctan (2 / (gL + gR) * (m - e))
  rw [Real.tan_eq_sin_div_cos, div_eq_iff hc] at ht
  set a := Real.arctan (2 / (gL + gR) * (m - e))
  have h1 : (gL + gR) * Real.sin a = 2 * (m - e) * Real.cos a := by
    rw [ht]
    linear_combination 2 * (m - e) * Real.cos a * mul_inv_cancel₀ hG.ne'
  -- the phase factor in terms of the angle `a = π (n - 1/2)`
  have hexp : Complex.exp (2 * Real.pi * Complex.I * ((1 / 2 + a / Real.pi : ℝ) : ℂ)) =
      -((Real.cos a : ℂ) + (Real.sin a : ℂ) * Complex.I) ^ 2 := by
    have hπ : (Real.pi : ℂ) ≠ 0 := Complex.ofReal_ne_zero.2 Real.pi_ne_zero
    have harg : 2 * Real.pi * Complex.I * ((1 / 2 + a / Real.pi : ℝ) : ℂ) =
        Real.pi * Complex.I + (a * Complex.I + a * Complex.I) := by
      push_cast
      linear_combination 2 * Complex.I * (a : ℂ) * mul_inv_cancel₀ hπ
    rw [harg, Complex.exp_add, Complex.exp_add, Complex.exp_pi_mul_I, Complex.exp_mul_I,
      Complex.ofReal_cos, Complex.ofReal_sin]
    ring
  have h1' : ((gL + gR : ℝ) : ℂ) * (Real.sin a : ℂ) = 2 * (m - e) * (Real.cos a : ℂ) := by
    exact_mod_cast congrArg Complex.ofReal h1
  have h2' : (Real.cos a : ℂ) ^ 2 + (Real.sin a : ℂ) ^ 2 = 1 := by
    exact_mod_cast congrArg Complex.ofReal (Real.cos_sq_add_sin_sq a)
  have hc' : 2 * (Real.cos a : ℂ) ≠ 0 :=
    mul_ne_zero two_ne_zero (Complex.ofReal_ne_zero.2 hc)
  -- clear the denominator and compare both sides
  rw [hexp]
  apply mul_right_cancel₀ hD
  rw [sub_mul, one_mul, div_mul_cancel₀ _ hD]
  apply mul_left_cancel₀ hc'
  simp only [invGreen, Complex.ofReal_sub, Complex.ofReal_div, Complex.ofReal_ofNat]
  generalize (Real.cos a : ℂ) = c at h1' h2' ⊢
  generalize (Real.sin a : ℂ) = s at h1' h2' ⊢
  generalize ((gL + gR : ℝ) : ℂ) = G at h1' ⊢
  linear_combination (-(1 + (c + s * Complex.I) ^ 2)) * h1' +
    Complex.I * G * (c + Complex.I * s) * h2' +
    (G * s + G * c ^ 2 * s + G * c * s ^ 2 * Complex.I) * Complex.I_sq
```

## When the transmission equals one

In the forward direction, `h1` and `h2` extract the two vanishing squares from the Breit–Wigner form, and $m = e$ gives $n = \frac12$ through the arctangent formula. In the reverse direction, $n=\frac12$ makes the sine equal to one, and equal widths make the prefactor equal to one.

```lean
/-- For positive widths the transmission is one exactly when the two widths are equal and
the level is half occupied. -/
theorem transmission_eq_one_iff {gL gR : ℝ} (hL : 0 < gL) (hR : 0 < gR) (e m : ℝ) :
    transmission gL gR e m = 1 ↔ gL = gR ∧ occupation e (gL + gR) m = 1 / 2 := by
  constructor
  · intro h
    have hq : (m - e) ^ 2 + (gL + gR) ^ 2 / 4 ≠ 0 := by positivity
    rw [transmission_eq hL hR, div_eq_one_iff_eq hq] at h
    -- both the detuning and the asymmetry must vanish
    have h1 : (gL - gR) ^ 2 = 0 :=
      le_antisymm (by nlinarith [sq_nonneg (m - e)]) (sq_nonneg _)
    have h2 : (m - e) ^ 2 = 0 :=
      le_antisymm (by nlinarith [sq_nonneg (gL - gR)]) (sq_nonneg _)
    have h3 : m - e = 0 := (pow_eq_zero_iff two_ne_zero).1 h2
    refine ⟨sub_eq_zero.1 ((pow_eq_zero_iff two_ne_zero).1 h1), ?_⟩
    rw [occupation_eq (add_pos hL hR), h3, mul_zero, Real.arctan_zero, zero_div, add_zero]
  · rintro ⟨h, hn⟩
    have hG : (gL + gR) ^ 2 ≠ 0 := by positivity
    rw [transmission_eq_sin_sq_occupation hL hR, hn, mul_one_div, Real.sin_pi_div_two,
      one_pow, mul_one, div_eq_one_iff_eq hG, h]
    ring

end

end FriedelSingleLevel
```

```lean
#print axioms FriedelSingleLevel.friedel_sum_rule
-- 'FriedelSingleLevel.friedel_sum_rule' depends on axioms: [propext, Classical.choice, Quot.sound]
#print axioms FriedelSingleLevel.transmission_eq_one_iff
-- 'FriedelSingleLevel.transmission_eq_one_iff' depends on axioms: [propext, Classical.choice, Quot.sound]
```
